# The Mayadas–Shatzkes resistivity ratio: closed form, weak and strong scattering limits

Take grain boundaries perpendicular to the field, with strength \(\alpha>0\) in units of the bulk scattering rate: an electron moving straight along the field is scattered at \(1+\alpha\) times the bulk rate, and one moving at an angle \(\theta\) to it at \(1+\alpha/|\cos\theta|\) times, which is \(1+2\alpha\) at 60°. For free electrons, averaging the conductivity over all directions with this rate gives a resistivity, relative to the bulk, that has a closed form and grows linearly in \(\alpha\) at both ends, with slope \(3/2\) for weak boundaries and \(4/3\) for strong ones.

```lean
import Mathlib

open Filter Topology

namespace MayadasShatzkes

noncomputable section

/-- Scattering rate, in units of the bulk rate, of an electron whose velocity has direction
cosine `u ≠ 0` with the field, for grain-boundary parameter `α`. -/
def scatteringRate (α u : ℝ) : ℝ := 1 + α / |u|

/-- Conductivity relative to the bulk, for `α > 0`: the average over directions of the squared
direction cosine divided by the scattering rate, normalised by its bulk value. -/
def conductivityRatio (α : ℝ) : ℝ :=
  3 / 2 * ∫ u in (-1 : ℝ)..1, u ^ 2 / scatteringRate α u

/-- Resistivity relative to the bulk, for `α > 0`. -/
def resistivityRatio (α : ℝ) : ℝ := 1 / conductivityRatio α

/-- The grain-boundary parameter for mean free path `l`, grain size `D > 0` and
reflection coefficient `R < 1`. -/
def grainParameter (l D R : ℝ) : ℝ := l / D * (R / (1 - R))

/-- For `α > 0` the angular average reduces to the Mayadas-Shatzkes integral over `[0, 1]`. -/
theorem conductivityRatio_eq_integral {α : ℝ} (hα : 0 < α) :
    conductivityRatio α = 3 * ∫ u in (0 : ℝ)..1, u ^ 3 / (u + α) := by
  have hpt : ∀ u : ℝ, u ^ 2 / scatteringRate α u = |u| ^ 3 / (|u| + α) := by
    intro u
    by_cases hu : u = 0
    · simp [hu]
    · have h : |u| ≠ 0 := abs_ne_zero.mpr hu
      have e : scatteringRate α u = (|u| + α) / |u| := by
        rw [scatteringRate, add_div, div_self h]
      rw [e, ← sq_abs u, div_div_eq_mul_div]
      ring
  have hc : Continuous (fun u : ℝ => |u| ^ 3 / (|u| + α)) :=
    (continuous_abs.pow 3).div (continuous_abs.add continuous_const)
      (fun u => (add_pos_of_nonneg_of_pos (abs_nonneg u) hα).ne')
  -- electrons moving against and along the field contribute equally
  have hneg : ∫ u in (-1 : ℝ)..0, |u| ^ 3 / (|u| + α)
      = ∫ u in (0 : ℝ)..1, |u| ^ 3 / (|u| + α) := by
    have h := intervalIntegral.integral_comp_neg (a := (0 : ℝ)) (b := 1)
      (fun u : ℝ => |u| ^ 3 / (|u| + α))
    simp only [abs_neg, neg_zero] at h
    exact h.symm
  have hpos : ∫ u in (0 : ℝ)..1, |u| ^ 3 / (|u| + α)
      = ∫ u in (0 : ℝ)..1, u ^ 3 / (u + α) := by
    apply intervalIntegral.integral_congr
    intro u hu
    rw [Set.uIcc_of_le zero_le_one] at hu
    simp only [abs_of_nonneg hu.1]
  unfold conductivityRatio
  simp only [hpt]
  rw [← intervalIntegral.integral_add_adjacent_intervals
    (hc.intervalIntegrable (-1) 0) (hc.intervalIntegrable 0 1), hneg, hpos]
  ring

/-- For `α > 0` the Mayadas-Shatzkes integrand is integrable on `[0, 1]`. -/
theorem integrable_kernel {α : ℝ} (hα : 0 < α) :
    IntervalIntegrable (fun u : ℝ => u ^ 3 / (u + α)) MeasureTheory.volume 0 1 := by
  apply ContinuousOn.intervalIntegrable
  rw [Set.uIcc_of_le zero_le_one]
  exact ContinuousOn.div (by fun_prop) (by fun_prop)
    (fun u hu => (add_pos_of_nonneg_of_pos hu.1 hα).ne')

/-- The Mayadas-Shatzkes formula: the conductivity ratio in closed form for `α > 0`. -/
theorem conductivityRatio_closed_form {α : ℝ} (hα : 0 < α) :
    conductivityRatio α
      = 1 - 3 / 2 * α + 3 * α ^ 2 - 3 * α ^ 3 * Real.log (1 + 1 / α) := by
  have hd : ∀ u ∈ Set.uIcc (0 : ℝ) 1, HasDerivAt
      (fun x : ℝ => x ^ 3 / 3 - α / 2 * x ^ 2 + α ^ 2 * x - α ^ 3 * Real.log (x + α))
      (u ^ 3 / (u + α)) u := by
    intro u hu
    rw [Set.uIcc_of_le zero_le_one] at hu
    have hne : u + α ≠ 0 := (add_pos_of_nonneg_of_pos hu.1 hα).ne'
    have h3 : HasDerivAt (fun x : ℝ => x ^ 3) (3 * u ^ 2) u := by
      simpa using hasDerivAt_pow 3 u
    have h2 : HasDerivAt (fun x : ℝ => x ^ 2) (2 * u) u := by
      simpa using hasDerivAt_pow 2 u
    have hl := ((hasDerivAt_id' u).add_const α).log hne
    have h := (((h3.div_const 3).fun_sub (h2.const_mul (α / 2))).fun_add
      ((hasDerivAt_id' u).const_mul (α ^ 2))).fun_sub (hl.const_mul (α ^ 3))
    refine h.congr_deriv ?_
    -- polynomial division of u³ by u + α
    have hi : 1 / (u + α) * (u + α) = 1 := one_div_mul_cancel hne
    linear_combination (-(u ^ 2 - α * u + α ^ 2)) * hi
  have hlog : Real.log (1 + 1 / α) = Real.log (1 + α) - Real.log α := by
    rw [← Real.log_div (by positivity : 1 + α ≠ 0) hα.ne', add_div, div_self hα.ne', add_comm]
  rw [conductivityRatio_eq_integral hα,
    intervalIntegral.integral_eq_sub_of_hasDerivAt hd (integrable_kernel hα), hlog]
  simp only [zero_add]
  ring

/-- For `α > 0` the conductivity ratio exceeds its linear approximation `1 - 3α/2` by
at most `3α²`, and never falls below it. -/
theorem conductivityRatio_weak_bounds {α : ℝ} (hα : 0 < α) :
    1 - 3 / 2 * α ≤ conductivityRatio α ∧
      conductivityRatio α ≤ 1 - 3 / 2 * α + 3 * α ^ 2 := by
  have hi : 0 < 1 / α := by positivity
  have h0 : 0 ≤ Real.log (1 + 1 / α) := Real.log_nonneg (by linarith)
  have h1 : Real.log (1 + 1 / α) ≤ 1 / α := by
    have := Real.log_le_sub_one_of_pos (by linarith : 0 < 1 + 1 / α)
    linarith
  have h2 : α ^ 3 * Real.log (1 + 1 / α) ≤ α ^ 2 := by
    calc α ^ 3 * Real.log (1 + 1 / α) ≤ α ^ 3 * (1 / α) :=
          mul_le_mul_of_nonneg_left h1 (by positivity)
      _ = α ^ 2 := by
          linear_combination α ^ 2 * mul_inv_cancel₀ hα.ne'
  have h3 : 0 ≤ α ^ 3 * Real.log (1 + 1 / α) := mul_nonneg (by positivity) h0
  rw [conductivityRatio_closed_form hα]
  constructor <;> linarith

/-- For `α > 0` the conductivity ratio lies between `3/(4(1 + α))` and `3/(4α)`. -/
theorem conductivityRatio_strong_bounds {α : ℝ} (hα : 0 < α) :
    3 / 4 / (1 + α) ≤ conductivityRatio α ∧ conductivityRatio α ≤ 3 / 4 / α := by
  have hI : ∀ c : ℝ, ∫ u in (0 : ℝ)..1, u ^ 3 / c = 1 / 4 / c := by
    intro c
    rw [intervalIntegral.integral_div, integral_pow]
    norm_num
  have hint : ∀ c : ℝ, IntervalIntegrable (fun u : ℝ => u ^ 3 / c)
      MeasureTheory.volume 0 1 := fun c =>
    ((continuous_id.pow 3).div_const c).intervalIntegrable 0 1
  -- on [0, 1] the denominator u + α lies between α and 1 + α
  have hlo := intervalIntegral.integral_mono_on zero_le_one (hint (1 + α))
    (integrable_kernel hα) (fun u hu => div_le_div_of_nonneg_left (pow_nonneg hu.1 3)
      (add_pos_of_nonneg_of_pos hu.1 hα) (by linarith [hu.2]))
  have hhi := intervalIntegral.integral_mono_on zero_le_one (integrable_kernel hα)
    (hint α) (fun u hu => div_le_div_of_nonneg_left (pow_nonneg hu.1 3) hα
      (by linarith [hu.1]))
  rw [hI] at hlo hhi
  rw [conductivityRatio_eq_integral hα]
  constructor
  · calc 3 / 4 / (1 + α) = 3 * (1 / 4 / (1 + α)) := by ring
      _ ≤ _ := by linarith
  · calc _ ≤ 3 * (1 / 4 / α) := by linarith
      _ = 3 / 4 / α := by ring

/-- For `α > 0` the resistivity ratio lies between `4α/3` and `4(1 + α)/3`. -/
theorem resistivityRatio_bounds {α : ℝ} (hα : 0 < α) :
    4 / 3 * α ≤ resistivityRatio α ∧ resistivityRatio α ≤ 4 / 3 * (1 + α) := by
  obtain ⟨hlo, hhi⟩ := conductivityRatio_strong_bounds hα
  have hf : 0 < conductivityRatio α := lt_of_lt_of_le (by positivity) hlo
  rw [div_le_iff₀ (by positivity)] at hlo
  rw [le_div_iff₀ hα] at hhi
  unfold resistivityRatio
  constructor
  · rw [le_div_iff₀ hf]
    linarith
  · rw [div_le_iff₀ hf]
    linarith

/-- Weak grain-boundary scattering: the excess resistivity ratio divided by `α` tends
to `3/2` as `α → 0⁺`. -/
theorem resistivityRatio_weak_limit :
    Tendsto (fun α => (resistivityRatio α - 1) / α) (𝓝[>] 0) (𝓝 (3 / 2)) := by
  have hlim : ∀ (g : ℝ → ℝ) (y : ℝ), Continuous g → g 0 = y →
      Tendsto g (𝓝[>] 0) (𝓝 y) := fun g y hg h =>
    tendsto_nhdsWithin_of_tendsto_nhds (hg.tendsto' 0 y h)
  have h1 : Tendsto conductivityRatio (𝓝[>] 0) (𝓝 1) := by
    refine tendsto_of_tendsto_of_tendsto_of_le_of_le'
      (hlim (fun α => 1 - 3 / 2 * α) 1 (by fun_prop) (by norm_num))
      (hlim (fun α => 1 - 3 / 2 * α + 3 * α ^ 2) 1 (by fun_prop) (by norm_num)) ?_ ?_
    · filter_upwards [self_mem_nhdsWithin] with α hα
      exact (conductivityRatio_weak_bounds hα).1
    · filter_upwards [self_mem_nhdsWithin] with α hα
      exact (conductivityRatio_weak_bounds hα).2
  -- the conductivity deficit per unit α
  have h2 : Tendsto (fun α => (1 - conductivityRatio α) / α) (𝓝[>] 0) (𝓝 (3 / 2)) := by
    refine tendsto_of_tendsto_of_tendsto_of_le_of_le'
      (hlim (fun α => 3 / 2 - 3 * α) (3 / 2) (by fun_prop) (by norm_num))
      tendsto_const_nhds ?_ ?_
    · filter_upwards [self_mem_nhdsWithin] with α hα
      rw [le_div_iff₀ hα]
      linarith [(conductivityRatio_weak_bounds hα).2]
    · filter_upwards [self_mem_nhdsWithin] with α hα
      rw [div_le_iff₀ hα]
      linarith [(conductivityRatio_weak_bounds hα).1]
  have h3 := h2.div h1 one_ne_zero
  rw [div_one] at h3
  refine h3.congr' ?_
  filter_upwards [self_mem_nhdsWithin] with α hα
  have hα' : 0 < α := hα
  have hf : 0 < conductivityRatio α :=
    lt_of_lt_of_le (by positivity) (conductivityRatio_strong_bounds hα').1
  have e : resistivityRatio α - 1 = (1 - conductivityRatio α) / conductivityRatio α := by
    rw [resistivityRatio, sub_div, div_self hf.ne']
  show (1 - conductivityRatio α) / α / conductivityRatio α = (resistivityRatio α - 1) / α
  rw [e, div_right_comm]

/-- Strong grain-boundary scattering: the resistivity ratio divided by `α` tends to `4/3`
as `α → ∞`. -/
theorem resistivityRatio_strong_limit :
    Tendsto (fun α => resistivityRatio α / α) atTop (𝓝 (4 / 3)) := by
  have hup : Tendsto (fun α : ℝ => 4 / 3 + 4 / 3 * α⁻¹) atTop (𝓝 (4 / 3)) := by
    have h := (tendsto_inv_atTop_zero (𝕜 := ℝ)).const_mul (4 / 3 : ℝ)
    have h' := h.const_add (4 / 3 : ℝ)
    rwa [mul_zero, add_zero] at h'
  refine tendsto_of_tendsto_of_tendsto_of_le_of_le' tendsto_const_nhds hup ?_ ?_
  · filter_upwards [eventually_gt_atTop 0] with α hα
    rw [le_div_iff₀ hα]
    exact (resistivityRatio_bounds hα).1
  · filter_upwards [eventually_gt_atTop 0] with α hα
    rw [div_le_iff₀ hα]
    have e : (4 / 3 + 4 / 3 * α⁻¹) * α = 4 / 3 * (1 + α) := by
      linear_combination (4 / 3) * inv_mul_cancel₀ hα.ne'
    rw [e]
    exact (resistivityRatio_bounds hα).2

/-- Inverse grain-size law: for mean free path `l > 0` and reflection coefficient `0 < R < 1`,
the excess resistivity ratio times the grain size `D` tends to `(3/2) l R/(1 - R)`
as `D → ∞`. -/
theorem grain_size_law {l R : ℝ} (hl : 0 < l) (hR : 0 < R) (hR1 : R < 1) :
    Tendsto (fun D => D * (resistivityRatio (grainParameter l D R) - 1)) atTop
      (𝓝 (l * (R / (1 - R)) * (3 / 2))) := by
  have hq : 0 < R / (1 - R) := div_pos hR (by linarith)
  have hpos : ∀ D : ℝ, 0 < D → 0 < grainParameter l D R := fun D hD =>
    mul_pos (div_pos hl hD) hq
  have h0 : Tendsto (fun D => grainParameter l D R) atTop (𝓝 0) := by
    have h := (tendsto_inv_atTop_zero (𝕜 := ℝ)).const_mul (l * (R / (1 - R)))
    rw [mul_zero] at h
    refine h.congr (fun D => ?_)
    unfold grainParameter
    ring
  -- large grains drive the parameter to zero from above
  have hto : Tendsto (fun D => grainParameter l D R) atTop (𝓝[>] 0) := by
    refine tendsto_nhdsWithin_iff.mpr ⟨h0, ?_⟩
    filter_upwards [eventually_gt_atTop 0] with D hD
    exact hpos D hD
  refine ((resistivityRatio_weak_limit.comp hto).const_mul (l * (R / (1 - R)))).congr' ?_
  filter_upwards [eventually_gt_atTop 0] with D hD
  have hc : l * (R / (1 - R)) = D * grainParameter l D R := by
    unfold grainParameter
    linear_combination (-(l * (R / (1 - R)))) * mul_inv_cancel₀ hD.ne'
  show l * (R / (1 - R)) * ((resistivityRatio (grainParameter l D R) - 1)
    / grainParameter l D R) = D * (resistivityRatio (grainParameter l D R) - 1)
  rw [← mul_div_assoc, div_eq_iff (hpos D hD).ne']
  linear_combination (resistivityRatio (grainParameter l D R) - 1) * hc

end

end MayadasShatzkes
```

```lean
#print axioms MayadasShatzkes.resistivityRatio_strong_limit
#print axioms MayadasShatzkes.grain_size_law
```

```
'MayadasShatzkes.resistivityRatio_strong_limit' depends on axioms: [propext, Classical.choice, Quot.sound]
'MayadasShatzkes.grain_size_law' depends on axioms: [propext, Classical.choice, Quot.sound]
```

## A scattering rate that depends on direction

Let \(u\) be the cosine of the angle between an electron's velocity and the field. The definition `scatteringRate` sets the rate, relative to the bulk, to \(1+\alpha/|u|\). The second term stands for reflection at planar boundaries. A slower approach makes encounters rarer, in proportion to \(|u|\), but away from grazing incidence a weak, thin barrier reflects with probability proportional to \(1/u^2\), and the product goes as \(1/|u|\). The file takes this rate as its starting point and does not derive it from a distribution of boundaries.

For free electrons on a spherical Fermi surface, in the relaxation-time picture, the conductivity is proportional to the directional average of \(u^2\) divided by the rate. In the bulk that average is \(\tfrac12\int_{-1}^{1}u^2\,du=\tfrac13\). Dividing by it gives `conductivityRatio`,

\[
f(\alpha)=\frac32\int_{-1}^{1}\frac{u^2}{1+\alpha/|u|}\,du ,
\]

and `resistivityRatio` is \(\rho(\alpha)=1/f(\alpha)\). At \(u=0\) Lean evaluates \(\alpha/0\) as \(0\), but the factor \(u^2\) makes the integrand zero there, which is also its limit.

The definition `grainParameter` sets

\[
\alpha=\frac{l}{D}\,\frac{R}{1-R},
\]

where \(l\) is the bulk mean free path, \(D\) the grain size and \(R\) an effective reflection coefficient, a single number for all directions of incidence. It compares the mean free path with the grain size and weights the result by the odds of reflection against transmission. This relation is also part of the model. Scattering at the surfaces of a film or wire is absent, as are band structure and any spread in grain size or in \(R\).

## What is proved about the ratio

All quantities are real numbers. For every \(\alpha>0\), `conductivityRatio_eq_integral` and `conductivityRatio_closed_form` together state

\[
f(\alpha)=3\int_0^1\frac{u^3}{u+\alpha}\,du
=1-\frac32\alpha+3\alpha^2-3\alpha^3\ln\!\left(1+\frac1\alpha\right).
\]

The two limit theorems state

\[
\frac{\rho(\alpha)-1}{\alpha}\to\frac32\quad(\alpha\to0^+),\qquad
\frac{\rho(\alpha)}{\alpha}\to\frac43\quad(\alpha\to\infty).
\]

In Lean, `𝓝[>] 0` is the approach to zero from above and `atTop` is the approach to infinity. Finally, `grain_size_law` says that for fixed \(l>0\) and \(0<R<1\),

\[
D\,(\rho-1)\to\frac32\,l\,\frac{R}{1-R}\qquad(D\to\infty).
\]

In this one-parameter, free-electron model, the excess resistivity of a coarse-grained metal therefore falls as \(1/D\). The reflection probability of an actual boundary generally depends on the direction of incidence, whereas the relation for \(\alpha\) used here takes a single effective \(R\).

## From the angular average to the logarithm

Multiplying numerator and denominator by \(|u|\) gives

\[
\frac{u^2}{1+\alpha/|u|}=\frac{|u|^3}{|u|+\alpha}.
\]

This is the step `hpt` in `conductivityRatio_eq_integral`. The right side is even in \(u\), so electrons moving with and against the field contribute equally. The step `hneg` obtains this from the substitution \(u\to-u\), and `hpos` removes the absolute values on \([0,1]\). Two equal halves turn the prefactor \(3/2\) into \(3\).

Polynomial division then gives

\[
\frac{u^3}{u+\alpha}=u^2-\alpha u+\alpha^2-\frac{\alpha^3}{u+\alpha},
\]

because \((u+\alpha)(u^2-\alpha u+\alpha^2)=u^3+\alpha^3\). Integrating term by term,

\[
\int_0^1\frac{u^3}{u+\alpha}\,du
=\frac13-\frac\alpha2+\alpha^2-\alpha^3\ln\frac{1+\alpha}{\alpha},
\]

and multiplication by \(3\) yields the closed form. The Lean proof runs the same calculation in reverse: `hd` differentiates the antiderivative, with `linear_combination` supplying the polynomial division, and the fundamental theorem of calculus evaluates the integral. The integrability it needs comes from `integrable_kernel`, where continuity holds because \(u+\alpha>0\) on \([0,1]\).

## Two pairs of bounds, one for each end

For small \(\alpha\), the inequality \(0\le\ln(1+1/\alpha)\le1/\alpha\) confines the last term of the closed form to between \(-3\alpha^2\) and \(0\). Hence `conductivityRatio_weak_bounds`:

\[
1-\frac32\alpha\le f(\alpha)\le1-\frac32\alpha+3\alpha^2 .
\]

Both sides tend to \(1\), so \(f\to1\). Rearranged, the same bounds read

\[
\frac32-3\alpha\le\frac{1-f(\alpha)}{\alpha}\le\frac32 .
\]

The middle expression therefore tends to \(3/2\). Since

\[
\frac{\rho-1}{\alpha}=\frac{(1-f)/\alpha}{f},
\]

the excess resistivity per unit \(\alpha\) has the same limit. In `resistivityRatio_weak_limit`, `h1` and `h2` are the two squeezes and `h3` is the quotient.

For large \(\alpha\) the closed form is awkward, because its large terms nearly cancel, so the proof returns to the integral. On \([0,1]\) the denominator \(u+\alpha\) lies between \(\alpha\) and \(1+\alpha\), and \(\int_0^1u^3\,du=\tfrac14\). Comparing integrands gives `conductivityRatio_strong_bounds`:

\[
\frac{3}{4(1+\alpha)}\le f(\alpha)\le\frac{3}{4\alpha}.
\]

The lower bound also shows that \(f>0\), so reciprocals may be taken. This is `resistivityRatio_bounds`:

\[
\frac43\alpha\le\rho(\alpha)\le\frac43(1+\alpha).
\]

Division by \(\alpha\) leaves \(\rho/\alpha\) between \(\tfrac43\) and \(\tfrac43+\tfrac{4}{3\alpha}\), which squeezes it to \(4/3\) in `resistivityRatio_strong_limit`. Physically, boundary scattering now dominates in every direction: for \(0<|u|\le1\) the boundary term \(\alpha/|u|\) is at least \(\alpha\), which is large compared with the bulk term \(1\).

For the grain-size law, the definition of \(\alpha\) gives \(D\alpha=lR/(1-R)\), which does not depend on \(D\). Therefore

\[
D(\rho-1)=l\,\frac{R}{1-R}\,\frac{\rho-1}{\alpha}.
\]

As \(D\to\infty\), \(\alpha\) tends to zero through positive values, which is the content of `hto`, and the weak limit supplies the factor \(3/2\).

## A grain two and a half mean free paths wide

Take \(l/D=0.4\) and \(R=0.2\). Then \(R/(1-R)=0.25\) and \(\alpha=0.1\). With \(\ln 11\approx2.3979\),

\[
f\approx1-0.15+0.03-0.0072=0.8728,\qquad \rho\approx1.1457 .
\]

The conductivity ratio lies between its weak bounds, \(0.85\) and \(0.88\). The linear estimate \(1+\tfrac32\alpha=1.15\) is close to \(\rho\), and the excess per unit \(\alpha\) is about \(1.457\), already near its limit of \(1.5\).
